# The spillage of normalised states, averaged over all m-element subsets of an orthonormal basis of dimension d, is 1 − m/d

Let $E$ be a complex inner-product space with a finite orthonormal basis $b_i$, and let $d$ be the number of basis vectors. Let $\psi_k$ be a finite family of $n$ states in $E$. The inner product $\langle x,y\rangle$ is linear in its second argument, so the component of $x$ along $b_i$ is $\langle b_i,x\rangle$.

In the code the index $i$ runs over the type `ι` and the index $k$ over the type `κ`. The dimension $d$ is therefore `Fintype.card ι`, and the number of states $n$ is `Fintype.card κ`. The basis vectors may be read as orthonormalised localised orbitals and the states as occupied one-electron orbitals.

```lean
import Mathlib

open Finset

namespace SubsetSpillage

noncomputable section

variable {ι κ E : Type*} [Fintype ι] [DecidableEq ι] [Fintype κ]
  [NormedAddCommGroup E] [InnerProductSpace ℂ E]
```

For a subset $S$ of the basis, the part of $x$ that $S$ can represent is

$$P_S x=\sum_{i\in S}\langle b_i,x\rangle\, b_i .$$

```lean
/-- The projection of a state `x` onto the span of the basis vectors in the subset `S`. -/
def project (b : OrthonormalBasis ι ℂ E) (S : Finset ι) (x : E) : E :=
  ∑ i ∈ S, inner ℂ (b i) x • b i
```

The spillage of $S$ is the mean squared norm of what is left over, with equal weight on every state:

$$\sigma_S=\frac1n\sum_k\lVert\psi_k-P_S\psi_k\rVert^2 .$$

For normalised states it lies between 0, when $S$ represents every state completely, and 1, when $S$ represents nothing of them.

```lean
/-- The spillage per state: the mean squared norm of what the subset `S` fails to represent. -/
def spillage (b : OrthonormalBasis ι ℂ E) (S : Finset ι) (ψ : κ → E) : ℝ :=
  (∑ k, ‖ψ k - project b S (ψ k)‖ ^ 2) / Fintype.card κ
```

The population of a basis vector is its weight summed over the states, not divided by $n$:

$$q_i=\sum_k|\langle b_i,\psi_k\rangle|^2 .$$

```lean
/-- The population of the basis vector `b i`, summed over all the states. -/
def population (b : OrthonormalBasis ι ℂ E) (ψ : κ → E) (i : ι) : ℝ :=
  ∑ k, ‖inner ℂ (b i) (ψ k)‖ ^ 2
```

There are $\binom dm$ subsets with exactly $m$ elements. The average gives each of them the same weight:

$$\bar\sigma_m=\binom dm^{-1}\sum_{|S|=m}\sigma_S .$$

In Lean the family of these subsets is `powersetCard m univ`.

```lean
/-- The spillage averaged over all subsets of exactly `m` basis vectors. -/
def averageSpillage (b : OrthonormalBasis ι ℂ E) (m : ℕ) (ψ : κ → E) : ℝ :=
  (∑ S ∈ powersetCard m (univ : Finset ι), spillage b S ψ) / (Fintype.card ι).choose m
```

## Spillage as discarded population

Expand a state as $x=\sum_i c_i b_i$ with $c_i=\langle b_i,x\rangle$. Orthonormality removes the cross terms from its squared norm:

$$\lVert x\rVert^2=\sum_{i,j}c_i^*c_j\langle b_i,b_j\rangle=\sum_i|\langle b_i,x\rangle|^2 .$$

```lean
omit [DecidableEq ι] in
/-- The squared norm of a state is the sum of its weights on the basis vectors. -/
theorem parseval (b : OrthonormalBasis ι ℂ E) (x : E) :
    ‖x‖ ^ 2 = ∑ i, ‖inner ℂ (b i) x‖ ^ 2 := by
  rw [← b.repr.norm_map x, EuclideanSpace.norm_sq_eq]
  simp only [b.repr_apply_apply]
```

The proof uses the map `b.repr`, which sends a state to its list of components and preserves the norm.

Now take the residual $r=x-P_Sx$. Its component along $b_j$ is

$$\langle b_j,r\rangle=\langle b_j,x\rangle-\sum_{i\in S}\langle b_i,x\rangle\,\delta_{ji}=\begin{cases}0,&j\in S,\\ \langle b_j,x\rangle,&j\notin S.\end{cases}$$

Applying the previous identity to $r$ gives

$$\lVert x-P_Sx\rVert^2=\sum_{i\notin S}|\langle b_i,x\rangle|^2 .$$

```lean
/-- The squared norm lost on projection is the weight on the discarded basis vectors. -/
theorem residual_eq (b : OrthonormalBasis ι ℂ E) (S : Finset ι) (x : E) :
    ‖x - project b S x‖ ^ 2 = ∑ i ∈ Sᶜ, ‖inner ℂ (b i) x‖ ^ 2 := by
  -- the residual has no component on S and keeps all the others
  have hc : ∀ j, inner ℂ (b j) (x - project b S x) =
      if j ∈ S then 0 else inner ℂ (b j) x := by
    intro j
    unfold project
    rw [inner_sub_right, inner_sum]
    simp only [inner_smul_right, orthonormal_iff_ite.mp b.orthonormal, mul_ite, mul_one,
      mul_zero, Finset.sum_ite_eq]
    split_ifs <;> simp
  have h0 : ∑ i ∈ S, ‖inner ℂ (b i) (x - project b S x)‖ ^ 2 = 0 :=
    Finset.sum_eq_zero fun i hi => by rw [hc, if_pos hi]; simp
  have h1 : ∑ i ∈ Sᶜ, ‖inner ℂ (b i) (x - project b S x)‖ ^ 2 =
      ∑ i ∈ Sᶜ, ‖inner ℂ (b i) x‖ ^ 2 :=
    Finset.sum_congr rfl fun i hi => by rw [hc, if_neg (Finset.mem_compl.mp hi)]
  have h2 := Finset.sum_add_sum_compl S
    (fun i => ‖inner ℂ (b i) (x - project b S x)‖ ^ 2)
  rw [parseval b, ← h2, h0, h1, zero_add]
```

The two cases for the component are the statement `hc`. The sum over the whole basis is then split into `S` and its complement `Sᶜ`: `h0` shows that the first part vanishes, and `h1` that the second is unchanged by the projection.

Averaging over the states and exchanging the two finite sums turns the spillage into a sum of populations:

$$\sigma_S=\frac1n\sum_k\sum_{i\notin S}|\langle b_i,\psi_k\rangle|^2=\frac1n\sum_{i\notin S}q_i .$$

```lean
/-- The spillage is the total population of the discarded basis vectors, per state. -/
theorem spillage_eq (b : OrthonormalBasis ι ℂ E) (S : Finset ι) (ψ : κ → E) :
    spillage b S ψ = (∑ i ∈ Sᶜ, population b ψ i) / Fintype.card κ := by
  simp only [spillage, population, residual_eq]
  rw [Finset.sum_comm]
```

The same exchange over the full basis gives the total population. If every state has norm one, then

$$\sum_i q_i=\sum_k\sum_i|\langle b_i,\psi_k\rangle|^2=\sum_k\lVert\psi_k\rVert^2=n .$$

```lean
omit [DecidableEq ι] in
/-- For normalised states the populations add up to the number of states. -/
theorem sum_population (b : OrthonormalBasis ι ℂ E) (ψ : κ → E) (hψ : ∀ k, ‖ψ k‖ = 1) :
    ∑ i, population b ψ i = Fintype.card κ := by
  simp only [population]
  rw [Finset.sum_comm]
  simp only [← parseval b, hψ]
  simp
```

The hypothesis `hψ` asks only for normalisation. The states may overlap, and some may even coincide.

## Counting the subsets that omit a basis vector

Fix a basis vector $b_i$. A subset of size $m$ that omits it is chosen from the other $d-1$ vectors, so there are $\binom{d-1}{m}$ such subsets. This number satisfies

$$d\binom{d-1}{m}=(d-m)\binom dm ,$$

because both sides count the pairs formed by an $m$-element subset and a basis vector outside it. On the left the vector is chosen first, and on the right the subset. For $m=d$ both sides are zero.

Let $f_i$ be any real weights on the basis. Exchanging the sum over subsets with the sum over basis vectors gives

$$d\sum_{|S|=m}\sum_{i\notin S}f_i=d\sum_i f_i\binom{d-1}{m}=(d-m)\binom dm\sum_i f_i .$$

```lean
/-- Summed over all subsets of size `m`, the discarded part of any weight `f` on a basis of size
`d` is `(d - m) / d` times the number of subsets times the total weight (stated without division). -/
theorem sum_discarded (f : ι → ℝ) {m : ℕ} (hm : m ≤ Fintype.card ι) :
    (Fintype.card ι : ℝ) * ∑ S ∈ powersetCard m (univ : Finset ι), ∑ i ∈ Sᶜ, f i =
      ((Fintype.card ι : ℝ) - m) * (Fintype.card ι).choose m * ∑ i, f i := by
  -- count the subsets that leave out a given basis vector
  have hc : ∀ i : ι, (Fintype.card ι : ℝ) *
      (((powersetCard m (univ : Finset ι)).filter (fun S => i ∉ S)).card : ℝ) =
      ((Fintype.card ι : ℝ) - m) * (Fintype.card ι).choose m := by
    intro i
    have e : (powersetCard m (univ : Finset ι)).filter (fun S => i ∉ S) =
        powersetCard m (univ.erase i) := by
      ext S
      simp only [mem_filter, mem_powersetCard, Finset.subset_erase, subset_univ, true_and]
      tauto
    rw [e, card_powersetCard, card_erase_of_mem (mem_univ i), card_univ]
    obtain ⟨d, hd⟩ : ∃ d, Fintype.card ι = d + 1 :=
      Nat.exists_eq_succ_of_ne_zero (Fintype.card_pos_iff.mpr ⟨i⟩).ne'
    rw [hd] at hm ⊢
    have h := Nat.choose_mul_succ_eq d m
    have h' : (d.choose m : ℝ) * ((d : ℝ) + 1) =
        ((d + 1).choose m : ℝ) * (((d + 1 : ℕ) : ℝ) - m) := by
      rw [← Nat.cast_sub hm]
      exact_mod_cast h
    rw [Nat.add_sub_cancel]
    push_cast at h' ⊢
    linear_combination h'
  have h1 : ∀ S : Finset ι, ∑ i ∈ Sᶜ, f i = ∑ i, if i ∉ S then f i else 0 := by
    intro S
    rw [← Finset.sum_filter]
    congr 1
    ext i
    simp
  -- exchange the sums over subsets and over basis vectors
  rw [Finset.sum_congr rfl (fun S _ => h1 S), Finset.sum_comm, Finset.mul_sum, Finset.mul_sum]
  refine Finset.sum_congr rfl fun i _ => ?_
  rw [← Finset.sum_filter, Finset.sum_const, nsmul_eq_mul, ← mul_assoc, hc i]
```

In the proof, `hc` is the count for one basis vector. The subsets omitting `i` are identified with the `m`-element subsets of `univ.erase i`, and the binomial identity comes from `Nat.choose_mul_succ_eq`. Within that part the local letter `d` stands for one less than the dimension. The statement `h1` rewrites the sum over the complement as a sum over the whole basis with an indicator, after which `Finset.sum_comm` exchanges the sums.

## The average over all subsets of size m

Set $f_i=q_i$ and use the total population $n$. For at least one normalised state and $m\le d$,

$$\bar\sigma_m=\frac{1}{n\binom dm}\sum_{|S|=m}\sum_{i\notin S}q_i=\frac{1}{n\binom dm}\cdot\frac{d-m}{d}\binom dm\, n=1-\frac md .$$

The division by $d$ is legitimate, because a space with $d=0$ contains only the zero vector and so has no normalised state. At the two ends, $m=0$ gives spillage 1 and $m=d$ gives spillage 0.

```lean
/-- For normalised states in a space of dimension `d`, the spillage averaged over all subsets of
`m` basis vectors is exactly `1 - m / d`. -/
theorem averageSpillage_eq [Nonempty κ] (b : OrthonormalBasis ι ℂ E) (ψ : κ → E)
    (hψ : ∀ k, ‖ψ k‖ = 1) {m : ℕ} (hm : m ≤ Fintype.card ι) :
    averageSpillage b m ψ = 1 - (m : ℝ) / Fintype.card ι := by
  -- a normalised state forces the dimension to be positive
  have hι : Nonempty ι := by
    by_contra h
    rw [not_nonempty_iff] at h
    have h1 := parseval b (ψ (Classical.arbitrary κ))
    rw [hψ] at h1
    simp at h1
  have hd : (Fintype.card ι : ℝ) ≠ 0 := Nat.cast_ne_zero.mpr Fintype.card_ne_zero
  have hn : (Fintype.card κ : ℝ) ≠ 0 := Nat.cast_ne_zero.mpr Fintype.card_ne_zero
  have hC : ((Fintype.card ι).choose m : ℝ) ≠ 0 :=
    Nat.cast_ne_zero.mpr (Nat.choose_pos hm).ne'
  have key := sum_discarded (population b ψ) hm
  rw [sum_population b ψ hψ] at key
  simp only [averageSpillage, spillage_eq]
  rw [← Finset.sum_div]
  field_simp
  linear_combination key
```

The assumption `[Nonempty κ]` says $n\ge1$, while $d\ge1$ is derived as `hι` from the norm identity. With the three denominators known to be non-zero, `field_simp` clears them, and `linear_combination key` finishes with the counting identity.

Normalisation enters this calculation through the total population and through the conclusion that $d\ge1$. For states of arbitrary norm in a space with $d\ge1$, the same argument gives the average $(1-m/d)\,\frac1n\sum_k\lVert\psi_k\rVert^2$, a variant that the code does not state.

## A subset at least as good as the average

If every $m$-element subset had $\sigma_S>1-m/d$, the average would also exceed $1-m/d$, which contradicts the equality just obtained. Since $m\le d$, there is at least one subset of this size, and hence some $S$ satisfies

$$|S|=m,\qquad \sigma_S\le1-\frac md .$$

```lean
/-- For normalised states in a space of dimension `d`, some subset of `m` basis vectors has spillage
at most `1 - m / d`. -/
theorem exists_subset_spillage_le [Nonempty κ] (b : OrthonormalBasis ι ℂ E) (ψ : κ → E)
    (hψ : ∀ k, ‖ψ k‖ = 1) {m : ℕ} (hm : m ≤ Fintype.card ι) :
    ∃ S : Finset ι, S.card = m ∧ spillage b S ψ ≤ 1 - (m : ℝ) / Fintype.card ι := by
  have hC : ((Fintype.card ι).choose m : ℝ) ≠ 0 :=
    Nat.cast_ne_zero.mpr (Nat.choose_pos hm).ne'
  have h := averageSpillage_eq b ψ hψ hm
  rw [averageSpillage, div_eq_iff hC] at h
  have hne : (powersetCard m (univ : Finset ι)).Nonempty := by
    rw [← Finset.card_pos, card_powersetCard, card_univ]
    exact Nat.choose_pos hm
  -- not every term can exceed the average
  obtain ⟨S, hS, hle⟩ := Finset.exists_le_of_sum_le hne
    (f := fun S => spillage b S ψ) (g := fun _ => 1 - (m : ℝ) / Fintype.card ι) (by
      rw [h, Finset.sum_const, card_powersetCard, card_univ, nsmul_eq_mul, mul_comm])
  exact ⟨S, (mem_powersetCard.mp hS).2, hle⟩
```

The proof multiplies the average by the number of subsets and applies `Finset.exists_le_of_sum_le`, which compares the sum of the spillages with the sum of a constant. The theorem states only that such a subset exists, but the formula for $\sigma_S$ in terms of the populations identifies one: keeping $m$ basis vectors with the largest populations makes the discarded population, and so the spillage, as small as possible for that size.

For normalised occupied one-electron states that lie in the span of a finite orthonormal set of $d$ orbitals, $1-m/d$ is the mean spillage when $m$ of the orbitals are chosen uniformly at random, and so a baseline for any more deliberate selection. States that reach outside that span, as plane-wave states projected onto atomic orbitals generally do, lose weight even when all $d$ orbitals are kept, and the formula does not apply to them. Overlapping atomic orbitals are not covered unless they are orthonormalised first, and the squared-norm measure takes no account of energies.

## A lower bound for orthonormal states

Suppose now that the states are also mutually orthogonal. Bessel's inequality, applied to the vector $b_i$ and the orthonormal family $\psi_k$, bounds each population:

$$q_i=\sum_k|\langle\psi_k,b_i\rangle|^2\le\lVert b_i\rVert^2=1 .$$

For occupied spin orbitals this is the statement that one spin orbital holds at most one electron. The retained population is then at most $|S|$, so the discarded population is at least $n-|S|$, and

$$\sigma_S=\frac1n\sum_{i\notin S}q_i\ge1-\frac{|S|}{n} .$$

The bound has content when $|S|<n$: fewer orbitals than states cannot represent all the states. For $|S|\ge n$ the right-hand side is zero or negative. If the states are themselves basis vectors and $S$ is chosen among them, the inequality becomes an equality.

```lean
/-- For `n` orthonormal states, no subset `S` of the basis has spillage below `1 - |S| / n`. -/
theorem le_spillage_of_orthonormal [Nonempty κ] (b : OrthonormalBasis ι ℂ E) (ψ : κ → E)
    (hψ : Orthonormal ℂ ψ) (S : Finset ι) :
    1 - (S.card : ℝ) / Fintype.card κ ≤ spillage b S ψ := by
  have hn : (0 : ℝ) < Fintype.card κ := Nat.cast_pos.mpr Fintype.card_pos
  -- Bessel's inequality: no basis vector holds more than one unit of population
  have hpop : ∀ i, population b ψ i ≤ 1 := by
    intro i
    calc population b ψ i = ∑ k, ‖inner ℂ (ψ k) (b i)‖ ^ 2 :=
          Finset.sum_congr rfl fun k _ => by rw [norm_inner_symm]
      _ ≤ ‖b i‖ ^ 2 := by apply hψ.sum_inner_products_le
      _ = 1 := by rw [b.orthonormal.1 i, one_pow]
  have h1 := Finset.sum_le_card_nsmul S (population b ψ) 1 (fun i _ => hpop i)
  rw [nsmul_eq_mul, mul_one] at h1
  have h2 := Finset.sum_add_sum_compl S (population b ψ)
  rw [sum_population b ψ hψ.1] at h2
  rw [spillage_eq, le_div_iff₀ hn, sub_mul, one_mul, div_mul_cancel₀ _ hn.ne']
  linarith
```

The hypothesis `Orthonormal ℂ ψ` contains both normalisation and mutual orthogonality. The bound on a single population is `hpop`, `h1` adds it up over `S`, and `h2` splits the total population into its retained and discarded parts.

## Uniform populations attain the averaging bound

Let every basis vector carry the same population, $q_i=n/d$, with $n\ge1$ and $d\ge1$. A subset $S$ leaves out $d-|S|$ vectors, so

$$\sigma_S=\frac1n\,(d-|S|)\,\frac nd=1-\frac{|S|}{d} .$$

Every subset of a given size then performs equally well, and none does better than the average. Equal populations are a hypothesis here. Physically, they describe states that are spread evenly over the orbitals when taken together. Bloch states on a ring of $d$ equivalent sites with one orbital per site are an example, since each has weight $1/d$ on every site. For such states no choice of $m$ sites has spillage below $1-m/d$, so the existence bound cannot be lowered for normalised states in general.

```lean
/-- If all `d` basis vectors carry the same population `n / d`, every subset `S` has spillage
exactly `1 - |S| / d`. -/
theorem spillage_of_uniform [Nonempty κ] [Nonempty ι] (b : OrthonormalBasis ι ℂ E) (ψ : κ → E)
    (h : ∀ i, population b ψ i = (Fintype.card κ : ℝ) / Fintype.card ι) (S : Finset ι) :
    spillage b S ψ = 1 - (S.card : ℝ) / Fintype.card ι := by
  have hd : (Fintype.card ι : ℝ) ≠ 0 := Nat.cast_ne_zero.mpr Fintype.card_ne_zero
  have hn : (Fintype.card κ : ℝ) ≠ 0 := Nat.cast_ne_zero.mpr Fintype.card_ne_zero
  rw [spillage_eq, Finset.sum_congr rfl (fun i _ => h i), Finset.sum_const, nsmul_eq_mul,
    Finset.card_compl, Nat.cast_sub (Finset.card_le_univ S)]
  field_simp

end

end SubsetSpillage
```

The proof replaces each population by the constant, counts the complement with `Finset.card_compl`, and simplifies the fractions. Normalisation of the individual states is not assumed, because the populations already fix everything that enters the spillage.

```lean
#print axioms SubsetSpillage.averageSpillage_eq
#print axioms SubsetSpillage.exists_subset_spillage_le
#print axioms SubsetSpillage.le_spillage_of_orthonormal
#print axioms SubsetSpillage.spillage_of_uniform
```

```
'SubsetSpillage.averageSpillage_eq' depends on axioms: [propext, Classical.choice, Quot.sound]
'SubsetSpillage.exists_subset_spillage_le' depends on axioms: [propext, Classical.choice, Quot.sound]
'SubsetSpillage.le_spillage_of_orthonormal' depends on axioms: [propext, Classical.choice, Quot.sound]
'SubsetSpillage.spillage_of_uniform' depends on axioms: [propext, Classical.choice, Quot.sound]
```
